# Polynomial kernel matrices with a nonnegative offset are positive semidefinite for every natural exponent

A descriptor is taken here to be a finite list of real numbers, with nothing assumed about how it was computed from atomic positions. A data set is then a family of vectors x_i, where i runs over a finite index set and each vector has components x_ik. The same vector may occur more than once, and no vector needs to have unit length. The power spectra of SOAP (smooth overlap of atomic positions) fit this description, as does any other real descriptor of fixed length.

For a real offset c and a natural number z, the kernel matrix has the entries

K_ij = (⟨x_i, x_j⟩ + c)^z,  ⟨x_i, x_j⟩ = ∑_k x_ik x_jk.

If c ≥ 0, this matrix is symmetric, and for all real weights w_i

∑_i ∑_j w_i K_ij w_j ≥ 0.

A symmetric matrix with this property is called positive semidefinite; equivalently, it has no negative eigenvalue. The offset is a similarity that every pair of descriptors shares. When c ≥ 0 it amounts to appending the constant component √c to each descriptor, which a negative c does not allow.

## Cholesky factorisation in a kernel fit

Machine-learned potentials are often fitted to electronic structure energies by kernel ridge regression or Gaussian process regression. In the simplest setting, with one training value per descriptor, a natural exponent and c ≥ 0, the bound ensures that the linear system of the fit is solvable in exact arithmetic once a positive regulariser is added.

A simple code for this setting stores the descriptors as the rows of a matrix X and forms X Xᵀ in one matrix multiplication. It adds c to every entry, not only to the diagonal, and raises each entry to the power z, which is different from taking a matrix power. It then adds a positive number reg to the diagonal and solves

(K + reg·1) w = y

by Cholesky factorisation, where y holds the training data. The factorisation needs a positive definite matrix. In the Gaussian process reading, reg is the variance of the noise in the data, and the double sum above is the prior variance of ∑_i w_i f(x_i) for the unknown function f, which is modelled as random before the data are seen. A negative value would be a negative variance.

## Raising the exponent by one

Write K(z) for the kernel matrix with exponent z, and

Q_z(w) = ∑_i ∑_j w_i K(z)_ij w_j.

One more power multiplies each entry by one more factor:

K(z+1)_ij = K(z)_ij (∑_k x_ik x_jk + c).

Insert this into Q_{z+1}(w), split off the term with c, and move the sum over k to the front:

Q_{z+1}(w) = ∑_k ∑_i ∑_j (w_i x_ik) K(z)_ij (w_j x_jk) + c Q_z(w).

For fixed k, the inner double sum is again the form with exponent z, now at the weights w_i x_ik. Writing w·x_k for these weights gives

Q_{z+1}(w) = ∑_k Q_z(w·x_k) + c Q_z(w).

At z = 0 every entry is 1, with the convention 0^0 = 1, so

Q_0(w) = ∑_i ∑_j w_i w_j = (∑_i w_i)² ≥ 0.

Now suppose that Q_z is nonnegative at all weights. Each term Q_z(w·x_k) is then nonnegative, and so is c Q_z(w), because c ≥ 0. Hence Q_{z+1}(w) ≥ 0 for every w, and induction covers all natural z. The matrix is symmetric because the inner product is.

The induction step uses only that the form of K(z) is nonnegative at all weights. The same argument therefore shows that any real positive semidefinite matrix stays positive semidefinite when its entries are multiplied by ⟨x_i, x_j⟩ + c with c ≥ 0. The factors may even come from different descriptors, for example one for the radial and one for the angular environment. The file below treats repeated multiplication by one and the same factor.

## Normalisation, negative offsets and the ridge equations

**Normalised kernel.** Many codes divide by the self-similarities:

N_ij = K_ij / (√K_ii √K_jj).

Let c ≥ 0, and let ⟨x_i, x_i⟩ + c be positive for every i, so that every K_ii is positive. The square roots can then be absorbed into the weights v_i = w_i / √K_ii:

∑_i ∑_j w_i N_ij w_j = ∑_i ∑_j v_i K_ij v_j ≥ 0.

The diagonal is N_ii = K_ii / K_ii = 1. For c = 0 the condition says that no descriptor is the zero vector. Codes should test for this, since an atom without neighbours inside the cutoff can produce a zero descriptor if the central atom is left out of the density.

**Negative offset.** Let c < 0 and z ≠ 0, and take two descriptors with one component each, 0 and √(−c). The inner products plus c are c, c and c + (−c) = 0, so

K_11 = K_12 = K_21 = c^z,  K_22 = 0.

At the weights (a, b) the form is c^z (a² + 2ab). It equals c^z at (1, 0) and −c^z at (1, −1). Since c^z is not zero, one of the two values is negative. A particular data set may still give a positive semidefinite matrix with a negative offset, but there is no guarantee for all data sets.

**Ridge equations.** Let c ≥ 0 and reg > 0. For w ≠ 0,

∑_i ∑_j w_i (K + reg·1)_ij w_j = Q_z(w) + reg ∑_i w_i² > 0.

So (K + reg·1) w = 0 only for w = 0. A square matrix with this property is invertible, and the equations have exactly one solution for every y. Without the regulariser this can fail: two identical descriptors give two identical rows of K.

## Lean source for the kernel and its consequences

```lean
import Mathlib

open Matrix

namespace SoapPolynomialKernel

noncomputable section

variable {n d : Type*} [Fintype n] [Fintype d]

/-- The polynomial kernel `(⟨u, v⟩ + c) ^ z` of two descriptor vectors. -/
def soapKernel (c : ℝ) (z : ℕ) (u v : d → ℝ) : ℝ := (u ⬝ᵥ v + c) ^ z

/-- The matrix of kernel values between all pairs of descriptors in a data set. -/
def kernelMatrix (c : ℝ) (z : ℕ) (x : n → d → ℝ) : Matrix n n ℝ :=
  Matrix.of fun i j => soapKernel c z (x i) (x j)

/-- The kernel matrix divided by the square roots of the self-similarities,
meant for descriptors whose self-similarities are positive. -/
def normalisedKernelMatrix (c : ℝ) (z : ℕ) (x : n → d → ℝ) : Matrix n n ℝ :=
  Matrix.of fun i j => soapKernel c z (x i) (x j) /
    (Real.sqrt (soapKernel c z (x i) (x i)) * Real.sqrt (soapKernel c z (x j) (x j)))

/-- The quadratic form `∑ w_i K_ij w_j` of a matrix at the weights `w`. -/
def quadForm (K : Matrix n n ℝ) (w : n → ℝ) : ℝ := ∑ i, ∑ j, w i * K i j * w j

/-- The kernel is symmetric in its two descriptors. -/
theorem soapKernel_comm (c : ℝ) (z : ℕ) (u v : d → ℝ) :
    soapKernel c z u v = soapKernel c z v u := by
  unfold soapKernel
  rw [dotProduct_comm]

/-- The double sum `∑ w_i K_ij w_j` is the matrix expression `wᵀ K w`. -/
theorem dotProduct_mulVec_eq_quadForm (K : Matrix n n ℝ) (w : n → ℝ) :
    star w ⬝ᵥ (K *ᵥ w) = quadForm K w := by
  simp only [star_trivial, dotProduct, Matrix.mulVec, Finset.mul_sum, quadForm, mul_assoc]

/-- Raising the exponent by one turns the quadratic form into a sum of forms of the
previous exponent, with weights multiplied by each descriptor component, plus `c` times
the previous form. -/
theorem quadForm_succ (c : ℝ) (z : ℕ) (x : n → d → ℝ) (w : n → ℝ) :
    quadForm (kernelMatrix c (z + 1) x) w =
      ∑ k, quadForm (kernelMatrix c z x) (fun i => w i * x i k)
        + c * quadForm (kernelMatrix c z x) w := by
  -- Summing over descriptor components rebuilds the inner product.
  have h : ∑ k, quadForm (kernelMatrix c z x) (fun i => w i * x i k) =
      ∑ i, ∑ j, w i * (kernelMatrix c z x i j * (x i ⬝ᵥ x j)) * w j := by
    unfold quadForm
    rw [Finset.sum_comm]
    refine Finset.sum_congr rfl fun i _ => ?_
    rw [Finset.sum_comm]
    refine Finset.sum_congr rfl fun j _ => ?_
    simp only [dotProduct, Finset.mul_sum, Finset.sum_mul]
    exact Finset.sum_congr rfl fun k _ => by ring
  rw [h]
  simp only [quadForm, Finset.mul_sum, ← Finset.sum_add_distrib]
  refine Finset.sum_congr rfl fun i _ => Finset.sum_congr rfl fun j _ => ?_
  simp only [kernelMatrix, Matrix.of_apply, soapKernel, pow_succ]
  ring

/-- For a nonnegative offset the quadratic form of the kernel matrix is nonnegative
at all weights. -/
theorem quadForm_nonneg {c : ℝ} (hc : 0 ≤ c) (z : ℕ) (x : n → d → ℝ) (w : n → ℝ) :
    0 ≤ quadForm (kernelMatrix c z x) w := by
  induction z generalizing w with
  | zero =>
    -- All entries are one, so the form is a perfect square.
    have h : quadForm (kernelMatrix c 0 x) w = (∑ i, w i) ^ 2 := by
      simp only [quadForm, kernelMatrix, Matrix.of_apply, soapKernel, pow_zero, mul_one,
        sq, Finset.sum_mul_sum]
    rw [h]
    exact sq_nonneg _
  | succ z ih =>
    rw [quadForm_succ]
    exact add_nonneg (Finset.sum_nonneg fun k _ => ih _) (mul_nonneg hc (ih w))

/-- The polynomial kernel matrix of any finite set of descriptors is positive
semidefinite for every exponent and every nonnegative offset. -/
theorem kernelMatrix_posSemidef {c : ℝ} (hc : 0 ≤ c) (z : ℕ) (x : n → d → ℝ) :
    (kernelMatrix c z x).PosSemidef := by
  refine Matrix.PosSemidef.of_dotProduct_mulVec_nonneg
    (Matrix.IsHermitian.ext fun i j => ?_) fun w => ?_
  · simp only [kernelMatrix, Matrix.of_apply, star_trivial]
    exact soapKernel_comm c z _ _
  · rw [dotProduct_mulVec_eq_quadForm]
    exact quadForm_nonneg hc z x w

/-- If the offset `c` is nonnegative and `⟨x_i, x_i⟩ + c` is positive for every descriptor, the
normalised kernel matrix is positive semidefinite and has unit diagonal. -/
theorem normalisedKernelMatrix_posSemidef {c : ℝ} (hc : 0 ≤ c) (z : ℕ) (x : n → d → ℝ)
    (hx : ∀ i, 0 < x i ⬝ᵥ x i + c) :
    (normalisedKernelMatrix c z x).PosSemidef ∧
      ∀ i, normalisedKernelMatrix c z x i i = 1 := by
  refine ⟨Matrix.PosSemidef.of_dotProduct_mulVec_nonneg
    (Matrix.IsHermitian.ext fun i j => ?_) fun w => ?_, fun i => ?_⟩
  · simp only [normalisedKernelMatrix, Matrix.of_apply, star_trivial]
    rw [soapKernel_comm c z (x j) (x i),
      mul_comm (Real.sqrt (soapKernel c z (x j) (x j)))]
  · -- The normalisation can be absorbed into the weights.
    have h : quadForm (normalisedKernelMatrix c z x) w = quadForm (kernelMatrix c z x)
        (fun i => w i / Real.sqrt (soapKernel c z (x i) (x i))) := by
      unfold quadForm
      refine Finset.sum_congr rfl fun i _ => Finset.sum_congr rfl fun j _ => ?_
      simp only [normalisedKernelMatrix, kernelMatrix, Matrix.of_apply]
      ring
    rw [dotProduct_mulVec_eq_quadForm, h]
    exact quadForm_nonneg hc z x _
  · have hpos : 0 < soapKernel c z (x i) (x i) := pow_pos (hx i) z
    simp only [normalisedKernelMatrix, Matrix.of_apply]
    rw [Real.mul_self_sqrt hpos.le, div_self hpos.ne']

/-- For a nonzero exponent, the kernel matrices of all pairs of one-component descriptors
are positive semidefinite exactly when the offset is nonnegative. -/
theorem posSemidef_iff_offset_nonneg (c : ℝ) {z : ℕ} (hz : z ≠ 0) :
    (∀ x : Fin 2 → Fin 1 → ℝ, (kernelMatrix c z x).PosSemidef) ↔ 0 ≤ c := by
  refine ⟨fun h => ?_, fun hc x => kernelMatrix_posSemidef hc z x⟩
  by_contra hc
  have hc' : c < 0 := not_le.mp hc
  have hs : Real.sqrt (-c) * Real.sqrt (-c) = -c := Real.mul_self_sqrt (by linarith)
  -- The descriptors 0 and √(-c) give a matrix with one vanishing diagonal entry.
  have val : ∀ a b : ℝ, quadForm (kernelMatrix c z
      (![fun _ => 0, fun _ => Real.sqrt (-c)] : Fin 2 → Fin 1 → ℝ)) ![a, b] =
      c ^ z * (a ^ 2 + 2 * a * b) := by
    intro a b
    simp [quadForm, kernelMatrix, soapKernel, dotProduct, Fin.sum_univ_two, hs, hz]
    ring
  have key : ∀ a b : ℝ, 0 ≤ c ^ z * (a ^ 2 + 2 * a * b) := by
    intro a b
    rw [← val a b, ← dotProduct_mulVec_eq_quadForm]
    exact (h _).dotProduct_mulVec_nonneg _
  have h1 := key 1 0
  have h2 := key 1 (-1)
  exact pow_ne_zero z hc'.ne (by linarith)

/-- With a nonnegative offset and a positive regulariser, the kernel ridge regression equations `(K
+ reg · 1) w = y` have exactly one solution for any training data `y`. -/
theorem ridge_regression_existsUnique [DecidableEq n] {c reg : ℝ} (hc : 0 ≤ c)
    (hreg : 0 < reg) (z : ℕ) (x : n → d → ℝ) (y : n → ℝ) :
    ∃! w : n → ℝ, (kernelMatrix c z x + reg • (1 : Matrix n n ℝ)) *ᵥ w = y := by
  have hpd : (kernelMatrix c z x + reg • (1 : Matrix n n ℝ)).PosDef :=
    Matrix.PosDef.posSemidef_add (kernelMatrix_posSemidef hc z x)
      (Matrix.PosDef.one.smul hreg)
  generalize kernelMatrix c z x + reg • (1 : Matrix n n ℝ) = A at hpd ⊢
  -- A positive definite matrix is invertible.
  have hdet : IsUnit A.det := hpd.det_pos.ne'.isUnit
  refine ⟨A⁻¹ *ᵥ y, ?_, fun w hw => ?_⟩
  · show A *ᵥ (A⁻¹ *ᵥ y) = y
    rw [Matrix.mulVec_mulVec, Matrix.mul_nonsing_inv _ hdet, Matrix.one_mulVec]
  · have hw' : A *ᵥ w = y := hw
    rw [← hw', Matrix.mulVec_mulVec, Matrix.nonsing_inv_mul _ hdet, Matrix.one_mulVec]

end

end SoapPolynomialKernel
```

```lean
#print axioms SoapPolynomialKernel.kernelMatrix_posSemidef
-- 'SoapPolynomialKernel.kernelMatrix_posSemidef' depends on axioms: [propext, Classical.choice, Quot.sound]
#print axioms SoapPolynomialKernel.normalisedKernelMatrix_posSemidef
-- 'SoapPolynomialKernel.normalisedKernelMatrix_posSemidef' depends on axioms: [propext, Classical.choice, Quot.sound]
#print axioms SoapPolynomialKernel.posSemidef_iff_offset_nonneg
-- 'SoapPolynomialKernel.posSemidef_iff_offset_nonneg' depends on axioms: [propext, Classical.choice, Quot.sound]
#print axioms SoapPolynomialKernel.ridge_regression_existsUnique
-- 'SoapPolynomialKernel.ridge_regression_existsUnique' depends on axioms: [propext, Classical.choice, Quot.sound]
```

## Lean objects as descriptors, weights and training data

The finite types `n` and `d` label the descriptors and their components, so `x i k` is x_ik. The function `soapKernel` compares two descriptors, and `kernelMatrix` collects its values over a data set. `quadForm` is the double sum, so Q_z(w) is `quadForm (kernelMatrix c z x) w`. Either index type may be empty.

The main theorem, `kernelMatrix_posSemidef`, assumes only `0 ≤ c`. Its conclusion, `PosSemidef`, is Mathlib's notion for matrices: the matrix is Hermitian and its quadratic form is nonnegative. Over the real numbers, Hermitian means symmetric, and the `star` in the Lean expressions does nothing.

Three further theorems correspond to the three consequences above:

- `normalisedKernelMatrix_posSemidef` assumes `0 ≤ c` and the positivity condition `hx`, and gives both semidefiniteness and the unit diagonal.
- `posSemidef_iff_offset_nonneg` says that, for a nonzero exponent, the matrices of all pairs of one-component descriptors are positive semidefinite exactly when `0 ≤ c`.
- `ridge_regression_existsUnique` says that, for `0 ≤ c` and `0 < reg`, the regularised equations have exactly one solution `w` for every `y`.

## The induction in Lean

`quadForm_succ` is the recursion for Q_{z+1}. Its intermediate statement `h` rebuilds the inner product from the sum over components: `Finset.sum_comm` moves the sum over k inside the sums over i and j, and `ring` compares the individual terms. The rest of the proof splits the new power with `pow_succ` and compares both sides entry by entry.

`quadForm_nonneg` carries out the induction. The words `generalizing w` make the induction hypothesis available at all weights, which is needed because the recursion calls it at w_i x_ik. The case `zero` is the perfect square. The case `succ` rewrites with the recursion and adds nonnegative terms.

`kernelMatrix_posSemidef` then has two parts to supply. Symmetry comes from `soapKernel_comm`, and nonnegativity comes from `quadForm_nonneg` after `dotProduct_mulVec_eq_quadForm` has turned Mathlib's matrix expression into the double sum.

In the normalised case, the statement `h` absorbs the square roots into the weights, and `Real.mul_self_sqrt` gives the diagonal. For the negative offset, `val` computes c^z (a² + 2ab), while `h1` and `h2` are the inequalities at (1, 0) and (1, −1). Together they force c^z = 0, which contradicts `pow_ne_zero`. For the ridge equations, the proof adds a positive definite multiple of the identity to the kernel matrix and concludes that the determinant is positive. It then checks that the inverse matrix applied to `y` is a solution and that every solution equals it.

## Exact real arithmetic and one target per descriptor

In exact arithmetic, the quadratic form is nonnegative for any finite data set, any descriptor length and any natural exponent, provided that c ≥ 0. The descriptors need not be distinct, linearly independent or normalised.

The theorems concern exact real numbers. In floating-point arithmetic, a kernel matrix with nearly identical descriptors can show slightly negative eigenvalues, and a Cholesky factorisation can break down if reg is too small compared with the rounding errors. A unique solution may also be badly conditioned, and nothing here bounds the condition number or the error of a prediction.

The exponent is a natural number, so fractional powers are not covered. The physical properties of SOAP descriptors, such as their invariance under rotations and permutations of like atoms, belong to the construction of the vectors x_i and play no part in the argument.

Finally, the ridge theorem has one training value for each descriptor. With atom-centred descriptors, fits to total energies sum the kernel over the atoms of a structure, and fits to forces also differentiate it. Those matrices are different from `kernelMatrix`. For total energies alone, the quadratic form is still nonnegative by the main theorem: take all atoms of all structures as the data set and give each atom the weight of its structure. Matrices that include forces need a further argument.
